# Two-Point Extrapolation Cancels the $Z^{-1/3}$ Error of a Scott Coefficient, Given a Bounded $Z^{4/3}$ Remainder

Suppose that the Scott coefficient is to be read off from the nonrelativistic total energy of a single heavy neutral atom. One subtracts the Thomas–Fermi energy, divides by the square of the nuclear charge $Z$, and gets a number that is still wrong by about $c/Z^{1/3}$, where $c$ is the coefficient of the next term in the energy. This error decays so slowly that halving it takes a nucleus with eight times the charge. With a second atom, the two fits can be combined so that the $c$ terms cancel. If the rest of the energy is bounded by a multiple of $Z^{4/3}$, the error left over is at most of order $Z^{-2/3}$.

## Cancelling the slow term by hand

Let the energy be

$$E(Z)=-aZ^{7/3}+bZ^2-cZ^{5/3}+R(Z),\qquad |R(Z)|\le M Z^{4/3}\quad\text{for } Z\ge Z_0>0 .$$

The constant $a$ sets the Thomas–Fermi energy. The constant $b$ is the Scott coefficient, which comes from the strongly bound electrons near the nucleus, and $c$ collects exchange and the gradient correction to the kinetic energy. The number $M$ limits the size of everything that is left, from the charge $Z_0$ on. The coefficient fitted at one charge is

$$s(Z)=\frac{E(Z)+aZ^{7/3}}{Z^2}.$$

Write $Z=t^3$ with $t>0$. Then $E=-at^7+bt^6-ct^5+R$, and division by $Z^2=t^6$ gives

$$s(Z)=b-\frac ct+r(Z),\qquad r(Z)=\frac{R(Z)}{t^6},\qquad |r(Z)|\le\frac{M}{t^2}.$$

Multiplying by $t=Z^{1/3}$ yields $|t(s(Z)-b)+c|\le M/t$. The right side tends to zero, so $Z^{1/3}(s(Z)-b)\to-c$.

Now take a second charge $k^3Z=(kt)^3$ with $k>1$. There

$$s(k^3Z)=b-\frac{c}{kt}+r(k^3Z),\qquad |r(k^3Z)|\le\frac{M}{k^2t^2}.$$

Multiplying this fit by $k$ makes its $c$ term equal to that of $s(Z)$, and subtraction removes both:

$$\frac{k\,s(k^3Z)-s(Z)}{k-1}-b=\frac{k\,r(k^3Z)-r(Z)}{k-1}.$$

By the triangle inequality, the error is at most

$$\frac{1}{k-1}\left(\frac{M}{kt^2}+\frac{M}{t^2}\right)=\frac{k+1}{k(k-1)}\,\frac{M}{Z^{2/3}}.$$

For $k=2$ the combination is $2s(8Z)-s(Z)$ and the prefactor is $3/2$.

The limit $k\to1$ shows what this bound allows for. The prefactor diverges, because the remainders at two neighbouring charges are limited only in size and may have opposite signs. For the smooth remainder $R=dZ^{4/3}$ the error is $-d/(kZ^{2/3})$, which stays finite.

## The expansion as a hypothesis

In Lean 4 with Mathlib:

```lean
import Mathlib

open Filter Topology

namespace ScottExtrapolation

noncomputable section
```

The energy is an arbitrary function `E : ℝ → ℝ` of a real nuclear charge, and the expansion is a property that it may have. Neutral atoms supply energies only at integer charges. Between these, `E` can be defined by the expansion with $R=0$, so the bound has to be checked only at the integers.

```lean
/-- The energy `E` follows `-a Z^(7/3) + b Z^2 - c Z^(5/3)` with an error of at most
`M Z^(4/3)` for all nuclear charges `Z ≥ Z₀`, where `Z₀ > 0`. -/
def ScottExpansion (E : ℝ → ℝ) (a b c M Z₀ : ℝ) : Prop :=
  0 < Z₀ ∧ ∀ Z, Z₀ ≤ Z →
    |E Z - (-a * Z ^ (7 / 3 : ℝ) + b * Z ^ 2 - c * Z ^ (5 / 3 : ℝ))| ≤ M * Z ^ (4 / 3 : ℝ)
```

`ScottExpansion E a b c M Z₀` says that $Z_0$ is positive and that $|R(Z)|\le MZ^{4/3}$ at every real $Z\ge Z_0$. It is assumed, not derived from a many-electron Hamiltonian, and the value of $b$ is an input, so the Scott correction itself is not established here. The constants $a$, $b$, $c$ and $M$ share the energy unit of `E`, while $Z_0$ is a nuclear charge and has no unit.

```lean
/-- The Scott coefficient fitted at a single nuclear charge `Z > 0`: the energy without its
Thomas-Fermi part `-a Z^(7/3)`, divided by `Z^2`. -/
def scottEstimate (a : ℝ) (E : ℝ → ℝ) (Z : ℝ) : ℝ :=
  (E Z + a * Z ^ (7 / 3 : ℝ)) / Z ^ 2
```

This is $s(Z)$. The `a` in the fit is the same as the one in the expansion in all the theorems below, so the Thomas–Fermi coefficient is taken to be known exactly.

```lean
/-- The two-point extrapolation of the Scott coefficient from the charges `Z` and `k^3 Z`,
for `Z > 0` and `k > 1`. -/
def extrapolated (a : ℝ) (E : ℝ → ℝ) (k Z : ℝ) : ℝ :=
  (k * scottEstimate a E (k ^ 3 * Z) - scottEstimate a E Z) / (k - 1)
```

The parameter `k` is the ratio of the cube roots of the two charges, which keeps roots out of the formula.

```lean
/-- The energy with the explicit next term `d Z^(4/3)`, for `Z > 0`. -/
def modelEnergy (a b c d Z : ℝ) : ℝ :=
  -a * Z ^ (7 / 3 : ℝ) + b * Z ^ 2 - c * Z ^ (5 / 3 : ℝ) + d * Z ^ (4 / 3 : ℝ)
```

This last definition fixes the remainder to be exactly $dZ^{4/3}$. It serves as a test of how sharp the result is.

## From fractional to integer powers

```lean
/-- Every positive nuclear charge is the cube of a positive number. -/
theorem exists_cube {Z : ℝ} (hZ : 0 < Z) : ∃ t : ℝ, 0 < t ∧ Z = t ^ 3 :=
  ⟨Z ^ (1 / 3 : ℝ), Real.rpow_pos_of_pos hZ _, by
    rw [← Real.rpow_natCast, ← Real.rpow_mul hZ.le]
    norm_num⟩
```

The number $t$ is `Z ^ (1 / 3 : ℝ)`, and the rule for a power of a power returns its cube to $Z$.

```lean
/-- For `Z = t^3` with `t > 0`, the fractional powers of `Z` in the energy expansion are
integer powers of `t`. -/
theorem cube_powers {t : ℝ} (ht : 0 < t) :
    (t ^ 3) ^ (1 / 3 : ℝ) = t ∧ (t ^ 3) ^ (2 / 3 : ℝ) = t ^ 2 ∧
    (t ^ 3) ^ (4 / 3 : ℝ) = t ^ 4 ∧ (t ^ 3) ^ (5 / 3 : ℝ) = t ^ 5 ∧
    (t ^ 3) ^ (7 / 3 : ℝ) = t ^ 7 := by
  have h : ∀ n : ℕ, (t ^ 3) ^ ((n : ℝ) / 3) = t ^ n := fun n => by
    rw [← Real.rpow_natCast t 3, ← Real.rpow_mul ht.le, ← Real.rpow_natCast t n]
    congr 1
    push_cast
    ring
  have h1 := h 1
  rw [Nat.cast_one, pow_one] at h1
  exact ⟨h1, by exact_mod_cast h 2, by exact_mod_cast h 4, by exact_mod_cast h 5,
    by exact_mod_cast h 7⟩
```

The auxiliary statement `h` treats every exponent $n/3$ at once, and the five cases are read off from it. After this substitution, the remaining identities are rational in $t$, and `field_simp` followed by `ring` can settle them.

## The error of a single fit

```lean
variable {E : ℝ → ℝ} {a b c M Z₀ : ℝ}

/-- If the energy follows the expansion from `Z₀` on, the coefficient fitted at one charge
`Z ≥ Z₀` is `b - c / Z^(1/3)` up to an error of at most `M / Z^(2/3)`. -/
theorem scottEstimate_error (h : ScottExpansion E a b c M Z₀) {Z : ℝ} (hZ : Z₀ ≤ Z) :
    |scottEstimate a E Z - (b - c / Z ^ (1 / 3 : ℝ))| ≤ M / Z ^ (2 / 3 : ℝ) := by
  obtain ⟨t, ht, rfl⟩ := exists_cube (h.1.trans_le hZ)
  obtain ⟨p1, p2, p4, p5, p7⟩ := cube_powers ht
  have hR := h.2 _ hZ
  rw [p4, p5, p7] at hR
  unfold scottEstimate
  rw [p1, p2, p7]
  -- what is left after the two leading terms is the remainder over `Z^2`
  have e : (E (t ^ 3) + a * t ^ 7) / (t ^ 3) ^ 2 - (b - c / t)
      = (E (t ^ 3) - (-a * t ^ 7 + b * (t ^ 3) ^ 2 - c * t ^ 5)) / t ^ 6 := by
    field_simp
    ring
  rw [e, abs_div, abs_of_pos (pow_pos ht 6), div_le_div_iff₀ (pow_pos ht 6) (pow_pos ht 2)]
  calc _ ≤ M * t ^ 4 * t ^ 2 := mul_le_mul_of_nonneg_right hR (pow_pos ht 2).le
    _ = M * t ^ 6 := by ring
```

This is the bound $|r(Z)|\le M/Z^{2/3}$. The identity `e` states that $s(Z)-(b-c/t)$ equals $R/t^6$, and the closing `calc` multiplies the hypothesis on $R$ by $t^2$.

```lean
/-- If the energy follows the expansion, the error of the one-point fit, multiplied by
`Z^(1/3)`, tends to `-c`. -/
theorem scottEstimate_slow (h : ScottExpansion E a b c M Z₀) :
    Tendsto (fun Z : ℝ => Z ^ (1 / 3 : ℝ) * (scottEstimate a E Z - b)) atTop (𝓝 (-c)) := by
  have lim : Tendsto (fun Z : ℝ => M / Z ^ (1 / 3 : ℝ)) atTop (𝓝 0) :=
    (tendsto_rpow_atTop (by norm_num : (0 : ℝ) < 1 / 3)).const_div_atTop M
  have h0 : Tendsto (fun Z : ℝ => Z ^ (1 / 3 : ℝ) * (scottEstimate a E Z - b) + c)
      atTop (𝓝 0) := by
    refine squeeze_zero_norm' ?_ lim
    filter_upwards [eventually_ge_atTop Z₀] with Z hZ
    have hs := scottEstimate_error h hZ
    obtain ⟨t, ht, rfl⟩ := exists_cube (h.1.trans_le hZ)
    obtain ⟨p1, p2, -⟩ := cube_powers ht
    rw [p1, p2] at hs
    rw [p1, Real.norm_eq_abs]
    generalize scottEstimate a E (t ^ 3) = x at hs ⊢
    have e : t * (x - b) + c = t * (x - (b - c / t)) := by
      field_simp
      ring
    rw [e, abs_mul, abs_of_pos ht]
    calc _ ≤ t * (M / t ^ 2) := mul_le_mul_of_nonneg_left hs ht.le
      _ = M / t := by field_simp
  simpa using h0.sub_const c
```

`Tendsto … atTop (𝓝 (-c))` is the limit $Z\to\infty$ with value $-c$. The proof follows the derivation above: `h0` shows that $Z^{1/3}(s(Z)-b)+c$ tends to zero, since its absolute value is squeezed below $M/Z^{1/3}$, and subtracting $c$ gives the claim.

## Two charges with a general ratio

```lean
/-- If the energy follows the expansion from `Z₀` on, extrapolation from `Z ≥ Z₀` and `k^3 Z`
with `k > 1` gives `b` with an error of at most `(k + 1) / (k (k - 1)) * M / Z^(2/3)`. -/
theorem extrapolated_error (h : ScottExpansion E a b c M Z₀) {k Z : ℝ} (hk : 1 < k)
    (hZ : Z₀ ≤ Z) :
    |extrapolated a E k Z - b| ≤ (k + 1) / (k * (k - 1)) * M / Z ^ (2 / 3 : ℝ) := by
  have hk0 : 0 < k := by linarith
  have hk1 : 0 < k - 1 := by linarith
  have hk1' : k - 1 ≠ 0 := hk1.ne'
  obtain ⟨t, ht, rfl⟩ := exists_cube (h.1.trans_le hZ)
  obtain ⟨p1, p2, -⟩ := cube_powers ht
  obtain ⟨q1, q2, -⟩ := cube_powers (mul_pos hk0 ht)
  rw [mul_pow k t 3] at q1 q2
  have hs := scottEstimate_error h hZ
  have hs' := scottEstimate_error h
    (hZ.trans (le_mul_of_one_le_left (pow_pos ht 3).le (one_le_pow₀ hk.le (n := 3))))
  rw [p1, p2] at hs
  rw [q1, q2] at hs'
  unfold extrapolated
  rw [p2]
  generalize scottEstimate a E (k ^ 3 * t ^ 3) = x at hs' ⊢
  generalize scottEstimate a E (t ^ 3) = y at hs ⊢
  -- the two contributions of `c` cancel
  have e : (k * x - y) / (k - 1) - b
      = (k * (x - (b - c / (k * t))) - (y - (b - c / t))) / (k - 1) := by
    field_simp
    ring
  have tri : ∀ v w p q : ℝ, |v| ≤ p → |w| ≤ q → |k * v - w| ≤ k * p + q := by
    intro v w p q hv hw
    rw [abs_le] at hv hw ⊢
    constructor <;> nlinarith [mul_le_mul_of_nonneg_left hv.1 hk0.le,
      mul_le_mul_of_nonneg_left hv.2 hk0.le]
  have key : k * (M / (k * t) ^ 2) + M / t ^ 2
      = (k + 1) / (k * (k - 1)) * M / t ^ 2 * (k - 1) := by
    field_simp
    ring
  rw [e, abs_div, abs_of_pos hk1, div_le_iff₀ hk1, ← key]
  exact tri _ _ _ _ hs' hs
```

The single-fit bound is used twice, at $Z$ and at $k^3Z$. The second use is allowed because $k^3Z\ge Z\ge Z_0$. The two fitted values are then replaced by plain numbers `x` and `y`, since only their bounds matter from there on. The identity `e` is the cancellation of the $c$ terms, `tri` is the triangle inequality with weight $k$, and `key` adds the two bounds into the stated prefactor.

## The charges $Z$ and $8Z$

```lean
/-- If the energy follows the expansion from `Z₀` on, the one-point fit `s(Z)` has
`Z^(1/3) (s(Z) - b)` tending to `-c`, while `Z^(2/3) (2 s(8Z) - s(Z) - b)` is bounded by
`3 M / 2` for all `Z ≥ Z₀`. -/
theorem scott_two_point_extrapolation (h : ScottExpansion E a b c M Z₀) :
    Tendsto (fun Z : ℝ => Z ^ (1 / 3 : ℝ) * (scottEstimate a E Z - b)) atTop (𝓝 (-c)) ∧
    ∀ Z, Z₀ ≤ Z →
      |Z ^ (2 / 3 : ℝ) * (2 * scottEstimate a E (8 * Z) - scottEstimate a E Z - b)|
        ≤ 3 / 2 * M := by
  refine ⟨scottEstimate_slow h, fun Z hZ => ?_⟩
  have hp : 0 < Z ^ (2 / 3 : ℝ) := Real.rpow_pos_of_pos (h.1.trans_le hZ) _
  have e : extrapolated a E 2 Z = 2 * scottEstimate a E (8 * Z) - scottEstimate a E Z := by
    unfold extrapolated
    norm_num
  have hx := extrapolated_error h (by norm_num : (1 : ℝ) < 2) hZ
  rw [e, show ((2 : ℝ) + 1) / (2 * (2 - 1)) = 3 / 2 by norm_num, le_div_iff₀ hp] at hx
  rw [abs_mul, abs_of_pos hp, mul_comm]
  exact hx
```

The theorem puts the two behaviours side by side. The scaled error of the single fit converges to $-c$, while the extrapolated error, scaled by $Z^{2/3}$, never exceeds $3M/2$ in absolute value from $Z_0$ on. The second part is a bound at each charge and not a limit, so it applies to a given pair of atoms with charges $Z\ge Z_0$ and $8Z$. The proof sets $k=2$ in the general estimate and multiplies by $Z^{2/3}$.

For computed nonrelativistic atomic energies that obey the assumed expansion, this gives an error bar on a Scott coefficient extracted from two atoms, provided that $a$, $M$ and $Z_0$ are known and the two charges are $Z\ge Z_0$ and $8Z$.

## Which weights remove the slow error

```lean
/-- Let the energy follow the expansion with `c ≠ 0`, and let `k > 1`. Among averages of the
fits at `k^3 Z` and `Z` with weights `u` and `1 - u`, the error of order `Z^(-1/3)` vanishes
exactly for `u = k / (k - 1)`. -/
theorem extrapolation_weight_unique (h : ScottExpansion E a b c M Z₀) (hc : c ≠ 0)
    {k : ℝ} (hk : 1 < k) (u : ℝ) :
    Tendsto (fun Z : ℝ => Z ^ (1 / 3 : ℝ) *
      (u * scottEstimate a E (k ^ 3 * Z) + (1 - u) * scottEstimate a E Z - b)) atTop (𝓝 0)
    ↔ u = k / (k - 1) := by
  have hk0 : 0 < k := by linarith
  have hk1 : k - 1 ≠ 0 := by linarith
  have h1 := scottEstimate_slow h
  have hs : Tendsto (fun Z : ℝ => k ^ 3 * Z) atTop atTop :=
    tendsto_id.const_mul_atTop (pow_pos hk0 3)
  have h3 := ((h1.comp hs).const_mul (u / k)).add (h1.const_mul (1 - u))
  have e : u / k * (-c) + (1 - u) * (-c) = c * (u * (k - 1) - k) / k := by
    field_simp
    ring
  rw [e] at h3
  -- the weighted average inherits its limit from the two one-point fits
  have h4 : Tendsto (fun Z : ℝ => Z ^ (1 / 3 : ℝ) *
      (u * scottEstimate a E (k ^ 3 * Z) + (1 - u) * scottEstimate a E Z - b)) atTop
      (𝓝 (c * (u * (k - 1) - k) / k)) := by
    refine h3.congr' ?_
    filter_upwards [eventually_gt_atTop 0] with Z hZ
    obtain ⟨t, ht, rfl⟩ := exists_cube hZ
    have p1 := (cube_powers ht).1
    have q1 := (cube_powers (mul_pos hk0 ht)).1
    rw [mul_pow k t 3] at q1
    simp only [Function.comp_apply, p1, q1]
    generalize scottEstimate a E (k ^ 3 * t ^ 3) = x
    generalize scottEstimate a E (t ^ 3) = y
    field_simp
    ring
  constructor
  · intro h0
    have z := (div_eq_zero_iff.mp (tendsto_nhds_unique h4 h0)).resolve_right hk0.ne'
    have z' := (mul_eq_zero.mp z).resolve_left hc
    rw [eq_div_iff hk1]
    linarith
  · intro hu
    have z : u * (k - 1) - k = 0 := by rw [hu, div_mul_cancel₀ _ hk1, sub_self]
    rw [z, mul_zero, zero_div] at h4
    exact h4
```

Consider the average $u\,s(k^3Z)+(1-u)\,s(Z)$, whose weights add up to one so that $b$ is reproduced. The absence of a $Z^{-1/3}$ error is expressed by the condition that $Z^{1/3}$ times the deviation from $b$ tends to zero. By hand, the slow limit at each charge gives

$$Z^{1/3}\bigl(u\,s(k^3Z)+(1-u)\,s(Z)-b\bigr)\to-c\left(\frac uk+1-u\right)=\frac{c\,\bigl(u(k-1)-k\bigr)}{k}.$$

The factor $1/k$ arises because $Z^{1/3}$ is $(k^3Z)^{1/3}/k$. For $c\ne0$ the limit is zero exactly when $u=k/(k-1)$, which is the weight in `extrapolated`. For $c=0$ every $u$ would do.

In the code, `h3` adds the two limits and `h4` transfers the result to the weighted average. The forward direction then uses the uniqueness of limits, and the reverse direction inserts the value of $u$.

## A remainder that shows the order is sharp

```lean
/-- The energy with next term `d Z^(4/3)` follows the expansion with `M = |d|` and `Z₀ = 1`, and the
error of its extrapolation `2 s(8Z) - s(Z)` from the one-point fits `s` at `8Z` and `Z`, multiplied
by `Z^(2/3)`, equals `-d/2` at every `Z > 0`. -/
theorem modelEnergy_witness (a b c d : ℝ) :
    ScottExpansion (modelEnergy a b c d) a b c |d| 1 ∧
    ∀ Z : ℝ, 0 < Z → Z ^ (2 / 3 : ℝ) * (2 * scottEstimate a (modelEnergy a b c d) (8 * Z)
      - scottEstimate a (modelEnergy a b c d) Z - b) = -d / 2 := by
  refine ⟨⟨one_pos, fun Z hZ => le_of_eq ?_⟩, fun Z hZ => ?_⟩
  · have e : modelEnergy a b c d Z
        - (-a * Z ^ (7 / 3 : ℝ) + b * Z ^ 2 - c * Z ^ (5 / 3 : ℝ)) = d * Z ^ (4 / 3 : ℝ) := by
      unfold modelEnergy
      ring
    rw [e, abs_mul, abs_of_pos (Real.rpow_pos_of_pos (one_pos.trans_le hZ) _)]
  · obtain ⟨t, ht, rfl⟩ := exists_cube hZ
    obtain ⟨-, p2, p4, p5, p7⟩ := cube_powers ht
    obtain ⟨-, -, q4, q5, q7⟩ := cube_powers (mul_pos two_pos ht)
    rw [show 8 * t ^ 3 = (2 * t) ^ 3 by ring]
    simp only [scottEstimate, modelEnergy, p2, p4, p5, p7, q4, q5, q7]
    field_simp
    ring

end

end ScottExtrapolation
```

With $R=dZ^{4/3}$ the hypothesis holds with $M=|d|$ and $Z_0=1$, so `ScottExpansion` is satisfied by an explicit energy for any choice of $a$, $b$, $c$ and $d$. Here $r(Z)=d/t^2$ and $r(8Z)=d/(4t^2)$, hence

$$2s(8Z)-s(Z)-b=\frac{d}{2t^2}-\frac{d}{t^2}=-\frac{d}{2Z^{2/3}}.$$

For $d\neq0$ the extrapolated error is therefore of order $Z^{-2/3}$ and no smaller, so the expansion alone cannot guarantee a faster decay for this combination. The proof handles the first part by removing the known terms from the energy, which leaves equality in the bound. For the second part it writes $8t^3$ as $(2t)^3$ and simplifies a rational expression in $t$.

```lean
#print axioms ScottExtrapolation.scott_two_point_extrapolation
-- 'ScottExtrapolation.scott_two_point_extrapolation' depends on axioms: [propext, Classical.choice, Quot.sound]
#print axioms ScottExtrapolation.extrapolation_weight_unique
-- 'ScottExtrapolation.extrapolation_weight_unique' depends on axioms: [propext, Classical.choice, Quot.sound]
```
